# First-order density matrix of a pure state: commutator, idempotency and trace conditions

The first-order perturbation equation does not determine the first-order state. If $\psi_1$ solves it for a normalised unperturbed state $\psi_0$, so does $\psi_1+c\psi_0$, and for real $c\neq0$ the density matrix built from the shifted state has its first-order trace changed by $2c$. Whenever this trace is nonzero, the total probability appears to depend on the perturbation. Requiring $\langle\psi_0|\psi_1\rangle=0$, the first-order form of intermediate normalisation, removes this error.

## Three conditions at first order

Let $H_0$ and $V$ be Hermitian matrices, $E_0$ and $E_1$ real numbers, and $\psi_0$ a unit vector with $H_0\psi_0=E_0\psi_0$. Let $\psi_1$ satisfy $\langle\psi_0|\psi_1\rangle=0$ and

$$H_0\psi_1+V\psi_0=E_0\psi_1+E_1\psi_0 .$$

Put $P_0=|\psi_0\rangle\langle\psi_0|$ and $P_1=|\psi_1\rangle\langle\psi_0|+|\psi_0\rangle\langle\psi_1|$. Then

$$[H_0,P_1]+[V,P_0]=0,\qquad P_0P_1+P_1P_0=P_1,\qquad \operatorname{tr}P_1=0 .$$

These are the terms linear in $\lambda$ when $P=P_0+\lambda P_1+\dots$ is inserted into $[H_0+\lambda V,P]=0$, $P^2=P$ and $\operatorname{tr}P=1$. The static linear-response equations for the density matrix in Hartree–Fock and Kohn–Sham theory with integer occupations have the same form in a fixed orthonormal basis, but there $H_0$ is the unperturbed Fock or Kohn–Sham matrix, $P_0$ projects onto all occupied orbitals, and $V$ is replaced by the first-order change of the effective Hamiltonian, which itself depends on $P_1$. Here $V$ is given.

**Commutator.** Since $H_0$ is Hermitian and $E_0$ is real,

$$[H_0,P_1]=|(H_0-E_0)\psi_1\rangle\langle\psi_0|-|\psi_0\rangle\langle(H_0-E_0)\psi_1| .$$

The first-order equation gives $(H_0-E_0)\psi_1=E_1\psi_0-V\psi_0$. The two terms $E_1P_0$ cancel because $E_1$ is real, which leaves

$$[H_0,P_1]=-|V\psi_0\rangle\langle\psi_0|+|\psi_0\rangle\langle V\psi_0|=-[V,P_0].$$

**Idempotency and trace.** Write $s=\langle\psi_0|\psi_1\rangle$. With $\langle\psi_0|\psi_0\rangle=1$,

$$P_0P_1=sP_0+|\psi_0\rangle\langle\psi_1|,\qquad P_1P_0=|\psi_1\rangle\langle\psi_0|+s^*P_0 .$$

Therefore $P_0P_1+P_1P_0=P_1+2\operatorname{Re}(s)\,P_0$. Also $\operatorname{tr}P_1=s+s^*=2\operatorname{Re}s$. Setting $s=0$ gives both conditions.

In one dimension, orthogonality to the unit vector $\psi_0$ forces $\psi_1=0$, so $P_1=0$ and all three equations are trivial.

## States, outer products and the perturbation equation in Lean

States are functions `n → ℂ` on a finite index type, and operators are complex square matrices.

```lean
import Mathlib

open Matrix

namespace FirstOrderDensity

noncomputable section

variable {n : Type*} [Fintype n]
```

The scalar product is conjugate-linear in its first argument.

```lean
/-- The scalar product `⟨u|v⟩`, conjugate-linear in the bra. -/
def braket (u v : n → ℂ) : ℂ := star u ⬝ᵥ v
```

The outer product has entries $u_i v_j^*$.

```lean
/-- The outer product `|u⟩⟨v|` as a matrix. -/
def ketbra (u v : n → ℂ) : Matrix n n ℂ := Matrix.of fun i j => u i * star (v j)
```

The commutator and the two density matrices follow the formulas above.

```lean
/-- The commutator `[A, B] = AB - BA`. -/
def matComm (A B : Matrix n n ℂ) : Matrix n n ℂ := A * B - B * A

/-- The zeroth-order density matrix `P₀ = |ψ₀⟩⟨ψ₀|`. -/
def density0 (ψ₀ : n → ℂ) : Matrix n n ℂ := ketbra ψ₀ ψ₀

/-- The first-order density matrix `P₁ = |ψ₁⟩⟨ψ₀| + |ψ₀⟩⟨ψ₁|`. -/
def density1 (ψ₀ ψ₁ : n → ℂ) : Matrix n n ℂ := ketbra ψ₁ ψ₀ + ketbra ψ₀ ψ₁
```

The first-order equation is a proposition about given vectors and energies. It does not assert that a solution exists. For Hermitian $H_0$ and a unit eigenvector $\psi_0$, existence requires $E_1=\langle\psi_0|V\psi_0\rangle$ and, if $E_0$ is degenerate, also that $V\psi_0$ be orthogonal to every vector of the eigenspace that is orthogonal to $\psi_0$.

```lean
/-- The first-order Rayleigh-Schroedinger equation `H₀ψ₁ + Vψ₀ = E₀ψ₁ + E₁ψ₀`. -/
def SolvesFirstOrder (H₀ V : Matrix n n ℂ) (ψ₀ ψ₁ : n → ℂ) (E₀ E₁ : ℂ) : Prop :=
  H₀ *ᵥ ψ₁ + V *ᵥ ψ₀ = E₀ • ψ₁ + E₁ • ψ₀
```

## Rules for outer products

An operator on the left acts on the ket. The proof compares matrix entries.

```lean
/-- An operator to the left of an outer product acts on the ket: `A|u⟩⟨v| = |Au⟩⟨v|`. -/
theorem mul_ketbra (A : Matrix n n ℂ) (u v : n → ℂ) :
    A * ketbra u v = ketbra (A *ᵥ u) v := by
  ext i j
  simp only [ketbra, Matrix.mul_apply, Matrix.of_apply, Matrix.mulVec, dotProduct,
    Finset.sum_mul, mul_assoc]
```

An operator on the right acts on the bra through its adjoint, which is the operator itself when it is Hermitian.

```lean
/-- A Hermitian operator to the right of an outer product acts on the bra:
`|u⟩⟨v|A = |u⟩⟨Av|`. -/
theorem ketbra_mul {A : Matrix n n ℂ} (hA : A.IsHermitian) (u v : n → ℂ) :
    ketbra u v * A = ketbra u (A *ᵥ v) := by
  have h : ∀ a b, star (A a b) = A b a := fun a b => hA.apply b a
  ext i j
  simp only [ketbra, Matrix.mul_apply, Matrix.of_apply, Matrix.mulVec, dotProduct,
    star_sum, star_mul', h, Finset.mul_sum]
  exact Finset.sum_congr rfl fun k _ => by ring
```

Applying an outer product to a vector produces an overlap, as does taking its trace.

```lean
/-- An outer product applied to a state: `|u⟩⟨v| w = ⟨v|w⟩ u`. -/
theorem ketbra_mulVec (u v w : n → ℂ) : ketbra u v *ᵥ w = braket v w • u := by
  funext i
  simp only [ketbra, braket, Matrix.mulVec, dotProduct, Matrix.of_apply, Pi.smul_apply,
    smul_eq_mul, Pi.star_apply, Finset.sum_mul]
  exact Finset.sum_congr rfl fun k _ => by ring

/-- The trace of an outer product: `tr |u⟩⟨v| = ⟨v|u⟩`. -/
theorem trace_ketbra (u v : n → ℂ) : Matrix.trace (ketbra u v) = braket v u := by
  simp only [Matrix.trace, Matrix.diag_apply, ketbra, Matrix.of_apply, braket, dotProduct,
    Pi.star_apply]
  exact Finset.sum_congr rfl fun k _ => by ring
```

Exchanging the arguments conjugates the overlap, so the sum of the two orders is twice the real part.

```lean
/-- The symmetrised overlap: `⟨u|v⟩ + ⟨v|u⟩ = 2 Re ⟨u|v⟩`. -/
theorem braket_add_swap (u v : n → ℂ) :
    braket u v + braket v u = ((2 * (braket u v).re : ℝ) : ℂ) := by
  have h : braket v u = star (braket u v) := by
    simp only [braket, dotProduct, star_sum, star_mul', Pi.star_apply, star_star]
    exact Finset.sum_congr rfl fun k _ => by ring
  rw [h]
  exact Complex.add_conj _
```

## The commutator equation

The energies are now real numbers, coerced to complex ones where they multiply vectors. In the proof, `h1'` solves the first-order equation for $H_0\psi_1$. The first `simp only` moves the operators onto kets and bras and inserts the zeroth- and first-order equations; the second writes out the entries, with `hE` taking the real energies through the conjugation. `ring` performs the cancellation. Neither normalisation nor orthogonality is assumed.

```lean
/-- For Hermitian `H₀`, `V` and real `E₀`, `E₁`, the zeroth- and first-order equations give
`[H₀, P₁] + [V, P₀] = 0`. -/
theorem commutator_first_order {H₀ V : Matrix n n ℂ} {ψ₀ ψ₁ : n → ℂ} {E₀ E₁ : ℝ}
    (hH : H₀.IsHermitian) (hV : V.IsHermitian) (h0 : H₀ *ᵥ ψ₀ = (E₀ : ℂ) • ψ₀)
    (h1 : SolvesFirstOrder H₀ V ψ₀ ψ₁ E₀ E₁) :
    matComm H₀ (density1 ψ₀ ψ₁) + matComm V (density0 ψ₀) = 0 := by
  have hE : ∀ x : ℝ, star (x : ℂ) = x := fun x => Complex.conj_ofReal x
  have h1' : H₀ *ᵥ ψ₁ = (E₀ : ℂ) • ψ₁ + (E₁ : ℂ) • ψ₀ - V *ᵥ ψ₀ := eq_sub_of_add_eq h1
  -- move the operators onto kets and bras, then insert the two perturbation equations
  simp only [matComm, density0, density1, Matrix.mul_add, Matrix.add_mul, mul_ketbra,
    ketbra_mul hH, ketbra_mul hV, h0, h1']
  ext i j
  -- real energies pass unchanged through the bra, so ket and bra terms cancel
  simp only [ketbra, Matrix.add_apply, Matrix.sub_apply, Matrix.of_apply, Matrix.zero_apply,
    Pi.add_apply, Pi.sub_apply, Pi.smul_apply, smul_eq_mul, star_add, star_sub, star_mul', hE]
  ring
```

## Overlap terms in the idempotency and trace conditions

The next two theorems keep $s$ arbitrary. The first expands the four products of outer products and uses `hn` for the unit norm; the second adds two traces and needs no norm condition.

```lean
/-- For a unit state `ψ₀` and any `ψ₁`: `P₀P₁ + P₁P₀ = P₁ + 2 Re ⟨ψ₀|ψ₁⟩ P₀`. -/
theorem anticommutator_density {ψ₀ : n → ℂ} (hn : braket ψ₀ ψ₀ = 1) (ψ₁ : n → ℂ) :
    density0 ψ₀ * density1 ψ₀ ψ₁ + density1 ψ₀ ψ₁ * density0 ψ₀
      = density1 ψ₀ ψ₁ + ((2 * (braket ψ₀ ψ₁).re : ℝ) : ℂ) • density0 ψ₀ := by
  rw [← braket_add_swap ψ₀ ψ₁]
  unfold density0 density1
  -- four products of outer products, each an overlap times an outer product
  rw [Matrix.mul_add, Matrix.add_mul]
  simp only [mul_ketbra, ketbra_mulVec, hn]
  ext i j
  simp only [ketbra, Matrix.add_apply, Matrix.smul_apply, Matrix.of_apply, Pi.smul_apply,
    smul_eq_mul]
  ring

/-- For any `ψ₀`, `ψ₁`: `tr P₁ = 2 Re ⟨ψ₀|ψ₁⟩`. -/
theorem trace_density1 (ψ₀ ψ₁ : n → ℂ) :
    Matrix.trace (density1 ψ₀ ψ₁) = ((2 * (braket ψ₀ ψ₁).re : ℝ) : ℂ) := by
  unfold density1
  rw [Matrix.trace_add, trace_ketbra, trace_ketbra]
  exact braket_add_swap ψ₀ ψ₁
```

The main theorem combines the three results and sets the overlap to zero.

```lean
/-- For Hermitian `H₀`, `V`, real `E₀`, `E₁`, a unit eigenvector `ψ₀` of `H₀` and a solution
`ψ₁` of the first-order equation with `⟨ψ₀|ψ₁⟩ = 0`: `[H₀, P₁] + [V, P₀] = 0`,
`P₀P₁ + P₁P₀ = P₁` and `tr P₁ = 0`. -/
theorem first_order_density {H₀ V : Matrix n n ℂ} {ψ₀ ψ₁ : n → ℂ} {E₀ E₁ : ℝ}
    (hH : H₀.IsHermitian) (hV : V.IsHermitian) (hn : braket ψ₀ ψ₀ = 1)
    (h0 : H₀ *ᵥ ψ₀ = (E₀ : ℂ) • ψ₀) (ho : braket ψ₀ ψ₁ = 0)
    (h1 : SolvesFirstOrder H₀ V ψ₀ ψ₁ E₀ E₁) :
    matComm H₀ (density1 ψ₀ ψ₁) + matComm V (density0 ψ₀) = 0 ∧
    density0 ψ₀ * density1 ψ₀ ψ₁ + density1 ψ₀ ψ₁ * density0 ψ₀ = density1 ψ₀ ψ₁ ∧
    Matrix.trace (density1 ψ₀ ψ₁) = 0 := by
  refine ⟨commutator_first_order hH hV h0 h1, ?_, ?_⟩
  · rw [anticommutator_density hn, ho]
    simp
  · rw [trace_density1, ho]
    simp
```

## Only the real part of the overlap matters

For unit $\psi_0$, each of the last two conditions is equivalent to $\operatorname{Re}\langle\psi_0|\psi_1\rangle=0$. An imaginary multiple of $\psi_0$ added to $\psi_1$ is a first-order phase change and cancels from $P_1$. To recover the real part from the idempotency condition, the proof takes the trace of the excess term $2\operatorname{Re}(s)P_0$ and uses $\operatorname{tr}P_0=1$.

```lean
/-- For a unit state `ψ₀`, each of `P₀P₁ + P₁P₀ = P₁` and `tr P₁ = 0` holds exactly when
`Re ⟨ψ₀|ψ₁⟩ = 0`. -/
theorem density_conditions_iff {ψ₀ : n → ℂ} (hn : braket ψ₀ ψ₀ = 1) (ψ₁ : n → ℂ) :
    (density0 ψ₀ * density1 ψ₀ ψ₁ + density1 ψ₀ ψ₁ * density0 ψ₀ = density1 ψ₀ ψ₁
      ↔ (braket ψ₀ ψ₁).re = 0) ∧
    (Matrix.trace (density1 ψ₀ ψ₁) = 0 ↔ (braket ψ₀ ψ₁).re = 0) := by
  have hP : Matrix.trace (density0 ψ₀) = 1 := by
    unfold density0
    rw [trace_ketbra, hn]
  refine ⟨⟨fun h => ?_, fun h => ?_⟩, ⟨fun h => ?_, fun h => ?_⟩⟩
  · rw [anticommutator_density hn] at h
    have h2 : ((2 * (braket ψ₀ ψ₁).re : ℝ) : ℂ) • density0 ψ₀ = 0 :=
      add_left_cancel (h.trans (add_zero _).symm)
    -- the trace of the excess term isolates the real part of the overlap
    have h3 : Matrix.trace (((2 * (braket ψ₀ ψ₁).re : ℝ) : ℂ) • density0 ψ₀) = 0 := by
      rw [h2, Matrix.trace_zero]
    rw [Matrix.trace_smul, hP, smul_eq_mul, mul_one] at h3
    have h4 := Complex.ofReal_eq_zero.mp h3
    linarith
  · rw [anticommutator_density hn, h]
    simp
  · rw [trace_density1] at h
    have h4 := Complex.ofReal_eq_zero.mp h
    linarith
  · rw [trace_density1, h]
    simp
```

## Recovering the state from the density matrix

Conversely, let a Hermitian $P$ satisfy the commutator and idempotency equations, with $P$ in place of $P_1$, and define $\psi_1=P\psi_0$. Applying the idempotency equation to $\psi_0$ gives

$$\langle\psi_0|P\psi_0\rangle\psi_0+P\psi_0=P\psi_0,$$

hence $\langle\psi_0|\psi_1\rangle=0$. Applying the commutator equation to $\psi_0$ gives

$$H_0\psi_1-E_0\psi_1+V\psi_0-\langle\psi_0|V\psi_0\rangle\psi_0=0,$$

which is the first-order equation with $E_1=\langle\psi_0|V\psi_0\rangle$. Finally, $P=P_0P+PP_0=|\psi_0\rangle\langle\psi_1|+|\psi_1\rangle\langle\psi_0|$, where the bra in the first term uses the Hermiticity of $P$. The three parts of the Lean proof follow these steps. This direction does not require $H_0$ or $V$ to be Hermitian, or $E_0$ to be real.

```lean
/-- For a unit eigenvector `ψ₀` of `H₀` and a Hermitian `P` with `[H₀, P] + [V, P₀] = 0` and
`P₀P + PP₀ = P`, the state `ψ₁ = Pψ₀` is orthogonal to `ψ₀`, solves the first-order equation
with `E₁ = ⟨ψ₀|Vψ₀⟩`, and `P = |ψ₁⟩⟨ψ₀| + |ψ₀⟩⟨ψ₁|`. -/
theorem first_order_density_converse {H₀ V P : Matrix n n ℂ} {ψ₀ : n → ℂ} {E₀ : ℂ}
    (hP : P.IsHermitian) (hn : braket ψ₀ ψ₀ = 1) (h0 : H₀ *ᵥ ψ₀ = E₀ • ψ₀)
    (hc : matComm H₀ P + matComm V (density0 ψ₀) = 0)
    (hi : density0 ψ₀ * P + P * density0 ψ₀ = P) :
    braket ψ₀ (P *ᵥ ψ₀) = 0 ∧
    SolvesFirstOrder H₀ V ψ₀ (P *ᵥ ψ₀) E₀ (braket ψ₀ (V *ᵥ ψ₀)) ∧
    P = density1 ψ₀ (P *ᵥ ψ₀) := by
  have hP0 : ∀ w, density0 ψ₀ *ᵥ w = braket ψ₀ w • ψ₀ := fun w => ketbra_mulVec ψ₀ ψ₀ w
  refine ⟨?_, ?_, ?_⟩
  · -- apply the idempotency equation to ψ₀
    have h : (density0 ψ₀ * P + P * density0 ψ₀) *ᵥ ψ₀ = P *ᵥ ψ₀ := by rw [hi]
    simp only [Matrix.add_mulVec, ← Matrix.mulVec_mulVec, hP0, hn, one_smul] at h
    have h2 : braket ψ₀ (P *ᵥ ψ₀) • ψ₀ = 0 :=
      add_right_cancel (h.trans (zero_add _).symm)
    have h3 : star ψ₀ ⬝ᵥ (braket ψ₀ (P *ᵥ ψ₀) • ψ₀) = 0 := by
      rw [h2, dotProduct_zero]
    have hn' : star ψ₀ ⬝ᵥ ψ₀ = 1 := hn
    rw [dotProduct_smul, hn', smul_eq_mul, mul_one] at h3
    exact h3
  · -- apply the commutator equation to ψ₀
    have h : (matComm H₀ P + matComm V (density0 ψ₀)) *ᵥ ψ₀ = 0 := by
      rw [hc, Matrix.zero_mulVec]
    simp only [matComm, Matrix.add_mulVec, Matrix.sub_mulVec, ← Matrix.mulVec_mulVec, hP0, hn,
      one_smul, h0, Matrix.mulVec_smul] at h
    unfold SolvesFirstOrder
    funext i
    have hi' := congrFun h i
    simp only [Pi.add_apply, Pi.sub_apply, Pi.smul_apply, Pi.zero_apply, smul_eq_mul] at hi' ⊢
    linear_combination hi'
  · calc P = density0 ψ₀ * P + P * density0 ψ₀ := hi.symm
      _ = density1 ψ₀ (P *ᵥ ψ₀) := by
        unfold density0 density1
        rw [ketbra_mul hP, mul_ketbra]
        exact add_comm _ _
```

## A two-level example and its non-orthogonal variant

Take $H_0=\operatorname{diag}(1,2)$ and a perturbation with diagonal elements $3,0$ and coupling $1$.

```lean
/-- A two-level unperturbed Hamiltonian `diag(1, 2)`. -/
def modelH0 : Matrix (Fin 2) (Fin 2) ℂ := !![1, 0; 0, 2]

/-- A two-level perturbation with one nonzero diagonal element and an off-diagonal coupling. -/
def modelV : Matrix (Fin 2) (Fin 2) ℂ := !![3, 1; 1, 0]
```

The unperturbed state is $(1,0)$ and the first-order state is $(0,-1)$.

```lean
/-- The two-level state `(1, 0)`. -/
def modelPsi0 : Fin 2 → ℂ := ![1, 0]

/-- The two-level state `(0, -1)`. -/
def modelPsi1 : Fin 2 → ℂ := ![0, -1]
```

With $E_0=1$ and $E_1=3$, both sides of the first-order equation equal $(3,-1)$. The theorem checks every hypothesis and computes the nonzero $P_1$, entry by entry.

```lean
/-- The two-level model meets all hypotheses of `first_order_density` with `E₀ = 1`, `E₁ = 3`,
and its `P₁` has off-diagonal elements `-1` and zero diagonal. -/
theorem first_order_density_witness :
    modelH0.IsHermitian ∧ modelV.IsHermitian ∧ braket modelPsi0 modelPsi0 = 1 ∧
    modelH0 *ᵥ modelPsi0 = ((1 : ℝ) : ℂ) • modelPsi0 ∧ braket modelPsi0 modelPsi1 = 0 ∧
    SolvesFirstOrder modelH0 modelV modelPsi0 modelPsi1 ((1 : ℝ) : ℂ) ((3 : ℝ) : ℂ) ∧
    density1 modelPsi0 modelPsi1 = !![0, -1; -1, 0] := by
  refine ⟨?_, ?_, ?_, ?_, ?_, ?_, ?_⟩
  · unfold Matrix.IsHermitian
    ext i j
    fin_cases i <;> fin_cases j <;> simp [modelH0, Matrix.conjTranspose_apply]
  · unfold Matrix.IsHermitian
    ext i j
    fin_cases i <;> fin_cases j <;> simp [modelV, Matrix.conjTranspose_apply]
  · simp [braket, modelPsi0, dotProduct, Fin.sum_univ_succ]
  · funext i
    fin_cases i <;> simp [modelH0, modelPsi0, Matrix.mulVec, dotProduct, Fin.sum_univ_succ]
  · simp [braket, modelPsi0, modelPsi1, dotProduct, Fin.sum_univ_succ]
  · unfold SolvesFirstOrder
    funext i
    fin_cases i <;>
      simp [modelH0, modelV, modelPsi0, modelPsi1]
    norm_num
  · ext i j
    fin_cases i <;> fin_cases j <;> simp [density1, ketbra, modelPsi0, modelPsi1]

end

end FirstOrderDensity
```

Replacing $\psi_1$ by $(1,-1)$ shows what orthogonality contributes. The first-order equation and the commutator condition still hold, but now

$$P_1=\begin{pmatrix}2&-1\\-1&0\end{pmatrix},\qquad P_0P_1+P_1P_0=\begin{pmatrix}4&-1\\-1&0\end{pmatrix}.$$

The trace is $2$ and the idempotency condition fails, with excess $2P_0$.

```lean
#print axioms FirstOrderDensity.first_order_density
-- 'FirstOrderDensity.first_order_density' depends on axioms: [propext, Classical.choice, Quot.sound]
#print axioms FirstOrderDensity.density_conditions_iff
-- 'FirstOrderDensity.density_conditions_iff' depends on axioms: [propext, Classical.choice, Quot.sound]
#print axioms FirstOrderDensity.first_order_density_converse
-- 'FirstOrderDensity.first_order_density_converse' depends on axioms: [propext, Classical.choice, Quot.sound]
```
